# Spectra on disjoint levels with nearly equal Green's functions away from the real axis

A Lehmann sum with real weights \(w_k\) at real energies \(E_k\) is

\[
G(z)=\sum_{k=0}^{n}\frac{w_k}{z-E_k},\qquad z\in\mathbb C .
\]

In Lean this is `lehmann n w E z`, with \(n+1\) poles. Energies and \(z\) share one unit, with \(\hbar=1\).

```lean
import Mathlib

open Finset

namespace ContinuationIllConditioning

noncomputable section

/-- The Lehmann sum with `n + 1` poles at real energies `E k` and real weights `w k`. -/
def lehmann (n : ℕ) (w E : ℕ → ℝ) (z : ℂ) : ℂ :=
  ∑ k ∈ range (n + 1), (w k : ℂ) / (z - (E k : ℂ))
```

The levels are \(E_k=kd\), with spacing \(d\).

```lean
/-- Equally spaced energy levels `0, d, 2d, …`. -/
def ladder (d : ℝ) (k : ℕ) : ℝ := k * d
```

The comb has weights \(c_k=(-1)^k\binom nk\), which take both signs for \(n\ge1\) and so cannot be the non-negative weights of a diagonal fermionic Green's function.

```lean
/-- Binomial weights of alternating sign. -/
def combWeight (n k : ℕ) : ℝ := (-1) ^ k * (n.choose k : ℝ)
```

Adding it to or subtracting it from the binomial weights leaves only even or only odd levels:

\[
p^{\pm}_k=\frac{\binom nk\pm c_k}{2^n}.
\]

```lean
/-- The binomial spectrum restricted to even levels, scaled by `2 / 2 ^ n`. -/
def evenSpectrum (n k : ℕ) : ℝ := ((n.choose k : ℝ) + combWeight n k) / 2 ^ n

/-- The binomial spectrum restricted to odd levels, scaled by `2 / 2 ^ n`. -/
def oddSpectrum (n k : ℕ) : ℝ := ((n.choose k : ℝ) - combWeight n k) / 2 ^ n
```

The spectra are postulated, not derived from a Hamiltonian.

## Energies off the poles: `hz`

The closed form requires \(z\neq kd\) for all \(k\le n\): the Green's function is evaluated where it is finite. Write \(S_n(z)\) for the comb's Lehmann sum. Pascal's rule \(\binom{n+1}{k}=\binom nk+\binom n{k-1}\), with the second part reindexed by one level, gives

\[
S_{n+1}(z)=S_n(z)-S_n(z-d).
\]

`alternating_pascal` proves this for any function \(f\) in place of the poles.

```lean
/-- An alternating binomial sum of order `n + 1` is the difference of two sums of order `n`,
the second one shifted by one level. -/
theorem alternating_pascal (n : ℕ) (f : ℕ → ℂ) :
    ∑ k ∈ range (n + 1 + 1), (-1 : ℂ) ^ k * ((n + 1).choose k : ℂ) * f k =
      ∑ k ∈ range (n + 1), (-1 : ℂ) ^ k * (n.choose k : ℂ) * f k -
        ∑ k ∈ range (n + 1), (-1 : ℂ) ^ k * (n.choose k : ℂ) * f (k + 1) := by
  have h := Finset.sum_range_succ' (fun k => (-1 : ℂ) ^ k * (n.choose k : ℂ) * f k) (n + 1)
  rw [Finset.sum_range_succ] at h
  simp only [Nat.choose_succ_self, Nat.cast_zero, mul_zero, zero_mul, add_zero, pow_zero,
    Nat.choose_zero_right, Nat.cast_one, one_mul] at h
  -- Pascal's rule, term by term
  have h2 : ∑ k ∈ range (n + 1), (-1 : ℂ) ^ (k + 1) * ((n + 1).choose (k + 1) : ℂ) * f (k + 1) =
      ∑ k ∈ range (n + 1), (-1 : ℂ) ^ (k + 1) * (n.choose (k + 1) : ℂ) * f (k + 1) -
        ∑ k ∈ range (n + 1), (-1 : ℂ) ^ k * (n.choose k : ℂ) * f (k + 1) := by
    rw [← Finset.sum_sub_distrib]
    refine Finset.sum_congr rfl fun k _ => ?_
    rw [Nat.choose_succ_succ']
    push_cast
    ring
  rw [Finset.sum_range_succ', h2]
  simp only [pow_zero, Nat.choose_zero_right, Nat.cast_one, one_mul]
  linear_combination -h
```

The closed form is \(S_n(z)=n!\,(-d)^n/\prod_{k=0}^{n}(z-kd)\), proved by induction on \(n\). For \(n=0\) both sides are \(1/z\). For the induction step let

\[
P=\prod_{k=0}^{n}(z-kd),\quad Q=\prod_{k=0}^{n}(z-(k+1)d),\quad R=\prod_{k=0}^{n+1}(z-kd).
\]

Then \(R=P\,(z-(n+1)d)=Qz\), and

\[
S_{n+1}(z)=n!(-d)^n\Big(\frac1P-\frac1Q\Big)
=n!(-d)^n\,\frac{(z-(n+1)d)-z}{R}
=\frac{(n+1)!\,(-d)^{n+1}}{R}.
\]

The proof turns on `induction n generalizing z`. The step needs the order-\(n\) formula at both \(z\) and \(z-d\). With \(z\) fixed, the induction hypothesis would supply only the first; generalising makes it a statement about every admissible \(z\), and `h1` and `h2` are its two instances. The hypothesis `hz` makes \(P\), \(Q\) and \(R\) nonzero, so the fractions can be cleared, and `linear_combination` finishes from the two factorisations of \(R\).

```lean
/-- The alternating binomial sum of simple poles with complex spacing `d` collapses to a
single product of poles. -/
theorem alternating_poles (n : ℕ) (d z : ℂ) (hz : ∀ k ≤ n, z - (k : ℂ) * d ≠ 0) :
    ∑ k ∈ range (n + 1), (-1 : ℂ) ^ k * (n.choose k : ℂ) * (1 / (z - (k : ℂ) * d)) =
      (n.factorial : ℂ) * (-d) ^ n / ∏ k ∈ range (n + 1), (z - (k : ℂ) * d) := by
  induction n generalizing z with
  | zero => simp
  | succ n ih =>
    have e : ∀ k : ℕ, z - d - (k : ℂ) * d = z - ((k + 1 : ℕ) : ℂ) * d := by
      intro k
      push_cast
      ring
    have h1 := ih z (fun k hk => hz k (by omega))
    have h2 := ih (z - d) (fun k hk => by rw [e]; exact hz (k + 1) (by omega))
    simp only [e] at h2
    have hP : ∏ k ∈ range (n + 1), (z - (k : ℂ) * d) ≠ 0 :=
      Finset.prod_ne_zero_iff.mpr fun k hk =>
        hz k (by have := Finset.mem_range.mp hk; omega)
    have hQ : ∏ k ∈ range (n + 1), (z - ((k + 1 : ℕ) : ℂ) * d) ≠ 0 :=
      Finset.prod_ne_zero_iff.mpr fun k hk =>
        hz (k + 1) (by have := Finset.mem_range.mp hk; omega)
    have hR : ∏ k ∈ range (n + 1 + 1), (z - (k : ℂ) * d) ≠ 0 :=
      Finset.prod_ne_zero_iff.mpr fun k hk =>
        hz k (by have := Finset.mem_range.mp hk; omega)
    -- split off the last or the first pole of the longer product
    have hp1 : ∏ k ∈ range (n + 1 + 1), (z - (k : ℂ) * d) =
        (∏ k ∈ range (n + 1), (z - (k : ℂ) * d)) * (z - ((n + 1 : ℕ) : ℂ) * d) :=
      Finset.prod_range_succ _ _
    have hp2 : ∏ k ∈ range (n + 1 + 1), (z - (k : ℂ) * d) =
        (∏ k ∈ range (n + 1), (z - ((k + 1 : ℕ) : ℂ) * d)) * z := by
      rw [Finset.prod_range_succ']
      simp only [Nat.cast_zero, zero_mul, sub_zero]
    have hf : ((n + 1).factorial : ℂ) = ((n + 1 : ℕ) : ℂ) * (n.factorial : ℂ) := by
      rw [Nat.factorial_succ, Nat.cast_mul]
    refine (alternating_pascal n (fun k => 1 / (z - (k : ℂ) * d))).trans ?_
    rw [h1, h2, div_sub_div _ _ hP hQ, div_eq_div_iff (mul_ne_zero hP hQ) hR, hf]
    generalize ∏ k ∈ range (n + 1 + 1), (z - (k : ℂ) * d) = R at *
    generalize ∏ k ∈ range (n + 1), (z - (k : ℂ) * d) = P at *
    generalize ∏ k ∈ range (n + 1), (z - ((k + 1 : ℕ) : ℂ) * d) = Q at *
    linear_combination (n.factorial : ℂ) * (-d) ^ n * Q * hp1 -
      (n.factorial : ℂ) * (-d) ^ n * P * hp2
```

`lehmann_comb` restates the result for real \(d\) in the language of Lehmann sums. On a pole it can fail, because Lean sets division by zero to zero: at \(n=1\), \(d=1\), \(z=0\) the left side is 1 and the right side 0.

```lean
/-- Closed form of the Lehmann sum with alternating binomial weights on equally spaced levels,
at any complex energy off the poles. -/
theorem lehmann_comb (n : ℕ) (d : ℝ) (z : ℂ) (hz : ∀ k ≤ n, z ≠ (ladder d k : ℂ)) :
    lehmann n (combWeight n) (ladder d) z =
      (n.factorial : ℂ) * (-(d : ℂ)) ^ n / ∏ k ∈ range (n + 1), (z - (ladder d k : ℂ)) := by
  have h := alternating_poles n (d : ℂ) z (fun k hk => by
    have := sub_ne_zero.mpr (hz k hk)
    simpa only [ladder, Complex.ofReal_mul, Complex.ofReal_natCast] using this)
  simp only [lehmann, combWeight, ladder]
  push_cast
  rw [← h]
  exact Finset.sum_congr rfl fun k _ => by ring
```

## Non-negative spacing and non-real energy: `hd` and `hz`

Here `hz` says \(\operatorname{Im}z\neq0\), as at fermionic Matsubara frequencies. Since every level is real, \(|z-kd|\ge|\operatorname{Im}z|\), so the product of \(n+1\) factors gives

\[
|S_n(z)|\le\frac{n!\,d^n}{|\operatorname{Im}z|^{n+1}} .
\]

In the proof, `hprod` is the product estimate, and `hd` identifies \(|-d|^n\) with \(d^n\). For negative \(d\) and odd \(n\) the stated right side would be negative. For \(d>0\) the sum is unbounded on the real axis, since \(z\) can approach a pole.

```lean
/-- Off the real axis the comb's Lehmann sum is at most `n! d ^ n / |Im z| ^ (n + 1)`
in modulus. -/
theorem norm_lehmann_comb_le (n : ℕ) {d : ℝ} (hd : 0 ≤ d) {z : ℂ} (hz : z.im ≠ 0) :
    ‖lehmann n (combWeight n) (ladder d) z‖ ≤
      (n.factorial : ℝ) * d ^ n / |z.im| ^ (n + 1) := by
  have hne : ∀ k ≤ n, z ≠ (ladder d k : ℂ) := by
    intro k _ h
    exact hz (by rw [h, Complex.ofReal_im])
  -- every pole is at least `|Im z|` away
  have hprod : |z.im| ^ (n + 1) ≤ ‖∏ k ∈ range (n + 1), (z - (ladder d k : ℂ))‖ := by
    rw [norm_prod]
    calc |z.im| ^ (n + 1) = ∏ _k ∈ range (n + 1), |z.im| := by simp
      _ ≤ _ := Finset.prod_le_prod (fun _ _ => abs_nonneg _) (fun k _ => by
          simpa using Complex.abs_im_le_norm (z - (ladder d k : ℂ)))
  have hnum : ‖(n.factorial : ℂ) * (-(d : ℂ)) ^ n‖ = (n.factorial : ℝ) * d ^ n := by
    rw [norm_mul, norm_pow, norm_neg, Complex.norm_natCast, Complex.norm_real,
      Real.norm_of_nonneg hd]
  rw [lehmann_comb n d z hne, norm_div, hnum]
  exact div_le_div_of_nonneg_left (by positivity) (pow_pos (abs_pos.mpr hz) _) hprod
```

The absolute weights, by contrast, do not depend on \(d\): \(\sum_k|c_k|=\sum_k\binom nk=2^n\).

```lean
/-- The absolute weights of the comb sum to `2 ^ n`. -/
theorem sum_abs_combWeight (n : ℕ) : ∑ k ∈ range (n + 1), |combWeight n k| = 2 ^ n := by
  simp only [combWeight, abs_mul, abs_pow, abs_neg, abs_one, one_pow, one_mul, Nat.abs_cast]
  exact_mod_cast Nat.sum_range_choose n
```

## At least two levels: `hn`

The condition \(n\neq0\) lets the signed weights cancel: \(\sum_k c_k=(1-1)^n=0\). Both spectra therefore have total weight \(2^n/2^n=1\). They are non-negative because \(c_k=\pm\binom nk\), and

\[
\sum_k|p^+_k-p^-_k|=\frac{2}{2^n}\sum_k|c_k|=2 .
\]

In the proof, `h0` is the cancellation. At \(n=0\) the even spectrum has weight 2 and the odd one weight 0.

```lean
/-- For `n ≥ 1` the even and odd spectra are non-negative, each has total weight one, and
their absolute difference sums to two. -/
theorem spectra_normalized {n : ℕ} (hn : n ≠ 0) :
    (∀ k, 0 ≤ evenSpectrum n k ∧ 0 ≤ oddSpectrum n k) ∧
    ∑ k ∈ range (n + 1), evenSpectrum n k = 1 ∧
    ∑ k ∈ range (n + 1), oddSpectrum n k = 1 ∧
    ∑ k ∈ range (n + 1), |evenSpectrum n k - oddSpectrum n k| = 2 := by
  have h2 : (2 : ℝ) ^ n ≠ 0 := by positivity
  have hc : ∑ k ∈ range (n + 1), (n.choose k : ℝ) = 2 ^ n := by
    exact_mod_cast Nat.sum_range_choose n
  -- the signed weights cancel by the binomial theorem
  have h0 : ∑ k ∈ range (n + 1), combWeight n k = 0 := by
    have h := add_pow (-1 : ℝ) 1 n
    simp only [one_pow, mul_one] at h
    simp only [combWeight]
    rw [← h, neg_add_cancel, zero_pow hn]
  refine ⟨fun k => ?_, ?_, ?_, ?_⟩
  · have hk : (0 : ℝ) ≤ (n.choose k : ℝ) := Nat.cast_nonneg _
    unfold evenSpectrum oddSpectrum combWeight
    rcases neg_one_pow_eq_or ℝ k with h | h <;> rw [h] <;>
      exact ⟨div_nonneg (by linarith) (by positivity), div_nonneg (by linarith) (by positivity)⟩
  · simp only [evenSpectrum]
    rw [← Finset.sum_div, Finset.sum_add_distrib, hc, h0, add_zero, div_self h2]
  · simp only [oddSpectrum]
    rw [← Finset.sum_div, Finset.sum_sub_distrib, hc, h0, sub_zero, div_self h2]
  · have h : ∀ k, |evenSpectrum n k - oddSpectrum n k| = 2 / 2 ^ n * |combWeight n k| := by
      intro k
      have e : evenSpectrum n k - oddSpectrum n k = 2 / 2 ^ n * combWeight n k := by
        unfold evenSpectrum oddSpectrum
        ring
      rw [e, abs_mul, abs_of_nonneg (by positivity : (0 : ℝ) ≤ 2 / 2 ^ n)]
    simp only [h]
    rw [← Finset.mul_sum, sum_abs_combWeight, div_mul_cancel₀ _ h2]
```

## Distance from the axis and tolerance: `hη` and `hε`

The data region is \(|\operatorname{Im}z|\ge\eta>0\); at inverse temperature \(\beta\), \(\eta=\pi/\beta\) covers all fermionic Matsubara frequencies. The tolerance \(\varepsilon>0\) stands for the error of the data. Write \(G^{\pm}\) for the Lehmann sums with weights \(p^{\pm}_k\) at the levels \(kd\). Choose \(d=\min(1,\varepsilon\eta^{n+1}/n!)\). As \(n\ge1\), both \(2/2^n\le1\) and \(d^n\le d\), so

\[
|G^+(z)-G^-(z)|=\frac{2}{2^n}|S_n(z)|\le\frac{n!\,d}{\eta^{n+1}}\le\varepsilon .
\]

The proof's `e`, `hA` and `hB` are the rescaling and these two inequalities; the `calc` block chains them. With \(\eta=0\) the difference is unbounded near the poles, and with \(\varepsilon=0\) no \(d>0\) works, because the closed form never vanishes.

```lean
/-- For every `n ≥ 1`, distance `η > 0` from the real axis and tolerance `ε > 0`, some spacing `d >
0` makes the Green's functions of the even and odd spectra agree within `ε` on `|Im z| ≥ η`. -/
theorem continuation_ill_conditioned {n : ℕ} (hn : n ≠ 0) {η ε : ℝ} (hη : 0 < η) (hε : 0 < ε) :
    ∃ d : ℝ, 0 < d ∧ ∀ z : ℂ, η ≤ |z.im| →
      ‖lehmann n (evenSpectrum n) (ladder d) z - lehmann n (oddSpectrum n) (ladder d) z‖ ≤ ε := by
  have hf : (0 : ℝ) < (n.factorial : ℝ) := by exact_mod_cast n.factorial_pos
  obtain ⟨d, hd, hd1, hd2⟩ : ∃ d : ℝ, 0 < d ∧ d ≤ 1 ∧ d ≤ ε * η ^ (n + 1) / n.factorial :=
    ⟨min 1 (ε * η ^ (n + 1) / n.factorial), lt_min one_pos (by positivity),
      min_le_left _ _, min_le_right _ _⟩
  refine ⟨d, hd, fun z hz => ?_⟩
  have him : z.im ≠ 0 := abs_pos.mp (lt_of_lt_of_le hη hz)
  -- the difference is a rescaled comb
  have e : lehmann n (evenSpectrum n) (ladder d) z - lehmann n (oddSpectrum n) (ladder d) z =
      ((2 / 2 ^ n : ℝ) : ℂ) * lehmann n (combWeight n) (ladder d) z := by
    simp only [lehmann, evenSpectrum, oddSpectrum]
    rw [← Finset.sum_sub_distrib, Finset.mul_sum]
    refine Finset.sum_congr rfl fun k _ => ?_
    push_cast
    ring
  have hA : (2 : ℝ) / 2 ^ n ≤ 1 := by
    rw [div_le_one (by positivity)]
    exact le_self_pow₀ (by norm_num) hn
  have hB : d ^ n ≤ d := pow_le_of_le_one hd.le hd1 hn
  have hC := (le_div_iff₀ hf).mp hd2
  rw [e, norm_mul, Complex.norm_real, Real.norm_of_nonneg (by positivity)]
  calc 2 / 2 ^ n * ‖lehmann n (combWeight n) (ladder d) z‖
      ≤ 1 * ‖lehmann n (combWeight n) (ladder d) z‖ :=
        mul_le_mul_of_nonneg_right hA (norm_nonneg _)
    _ ≤ (n.factorial : ℝ) * d ^ n / |z.im| ^ (n + 1) := by
        rw [one_mul]
        exact norm_lehmann_comb_le n hd.le him
    _ ≤ (n.factorial : ℝ) * d / η ^ (n + 1) := by gcongr
    _ ≤ ε := by
        rw [div_le_iff₀ (by positivity)]
        linarith

end

end ContinuationIllConditioning
```

For these finite pole spectra, analytic continuation from imaginary-frequency data thus has no uniform stability when error is measured by total absolute weight difference. That measure treats weights on neighbouring levels as entirely distinct, however small \(d\) is. The agreement is obtained by shrinking \(d\) at fixed \(n\), so that all levels merge at zero energy; the theorem does not address a fixed level spacing, or spectra compared after broadening.

```lean
#print axioms ContinuationIllConditioning.spectra_normalized
#print axioms ContinuationIllConditioning.continuation_ill_conditioned
```

```
'ContinuationIllConditioning.spectra_normalized' depends on axioms: [propext, Classical.choice, Quot.sound]
'ContinuationIllConditioning.continuation_ill_conditioned' depends on axioms: [propext, Classical.choice, Quot.sound]
```
